# Antiphase magnetisation and spin echoes for two spins with a ZZ coupling

Let $X$, $Y$, $Z$ be the Pauli matrices, and let two spins one-half evolve under their coupling by

$$U(t)=\cos(t/2)\,1-i\sin(t/2)\,Z\otimes Z .$$

In NMR one says that this turns in-phase magnetisation $X\otimes1$ into antiphase magnetisation $Y\otimes Z$. One also says that a flip of one spin refocuses the coupling, whereas a flip of both spins does not. I can follow the pictures with arrows, but I would like to see the operator identities derived with all their signs and checked by a machine. Do they still give the expected spin echoes when both spins have chemical shifts?

## Angles, generators and pulses

Yes, for ideal, instantaneous flips. For a generator $G$, write

$$E_G(t)=\cos(t/2)\,1-i\sin(t/2)\,G,$$

which equals $e^{-itG/2}$ when $G^2=1$, as for every generator used here. Thus $U(t)=E_{Z\otimes Z}(t)$. Free precession with shift angles $a$, $b$ and coupling angle $t$ is

$$F(a,b,t)=E_{Z\otimes1}(a)\,E_{1\otimes Z}(b)\,U(t).$$

In the rotating frame, the weak-coupling Hamiltonian is $H/\hbar=\tfrac12\left(\omega_1\,Z\otimes1+\omega_2\,1\otimes Z+\pi J\,Z\otimes Z\right)$, with offsets $\omega_1,\omega_2$ in radians per second and a scalar coupling $J$ in hertz. For a delay $\tau$, the angles are therefore $a=\omega_1\tau$, $b=\omega_2\tau$ and $t=\pi J\tau$. The flips are $X\otimes1$ and $X\otimes X$. A physical $\pi$ pulse about the $x$ axis on one spin is $-iX$, which differs from $X$ only by a phase.

## In-phase to antiphase and back

Suppose $G^2=1$. Multiplying out gives

$$E_G(s)E_G(t)=\left(\cos\tfrac s2\cos\tfrac t2-\sin\tfrac s2\sin\tfrac t2\right)1-i\left(\sin\tfrac s2\cos\tfrac t2+\cos\tfrac s2\sin\tfrac t2\right)G=E_G(s+t).$$

If $PG=-GP$, moving $P$ through changes the sign of the sine term, so $P\,E_G(t)=E_G(-t)\,P$. If $PG=GP$, then $P\,E_G(t)=E_G(t)\,P$.

For Hermitian $G$ we have $E_G(t)^\dagger=E_G(-t)$. If $A$ anticommutes with $G$, then

$$E_G(t)\,A\,E_G(-t)=E_G(t)E_G(t)\,A=E_G(2t)\,A=\cos t\,A-i\sin t\,GA .$$

Now take $G=Z\otimes Z$. It is Hermitian and squares to $1$. Since $ZX=iY=-XZ$ and $ZY=-iX=-YZ$, it anticommutes with both $X\otimes1$ and $Y\otimes Z$, and

$$G(X\otimes1)=iY\otimes Z,\qquad G(Y\otimes Z)=-iX\otimes1 .$$

Therefore

$$U(t)(X\otimes1)U(t)^\dagger=\cos t\,X\otimes1+\sin t\,Y\otimes Z,$$

$$U(t)(Y\otimes Z)U(t)^\dagger=\cos t\,Y\otimes Z-\sin t\,X\otimes1 .$$

In spin operators $I_\alpha$, $S_\alpha$ (half the Pauli matrices of the first and second spin), the first line reads $I_x\to\cos t\,I_x+\sin t\,2I_yS_z$.

**A numerical instance.** Take $t=\pi/3$ and label the basis states $00,01,10,11$, where $0$ means $Z=+1$. Then $U$ is diagonal with entries $e^{-i\pi/6},e^{i\pi/6},e^{i\pi/6},e^{-i\pi/6}$. The entry of $X\otimes1$ in row $00$, column $10$ is $1$. After conjugation it becomes

$$e^{-i\pi/6}\,\overline{e^{i\pi/6}}=e^{-i\pi/3}=\tfrac12-\tfrac{\sqrt3}2i .$$

On the right-hand side, the same entry of $Y\otimes Z$ is $-i$, which gives $\tfrac12\cdot1+\tfrac{\sqrt3}2\cdot(-i)$, the same number.

## What each flip refocuses

The pulse $X\otimes1$ anticommutes with $Z\otimes Z$. In $X\otimes X$ the two signs cancel, so it commutes with $Z\otimes Z$. Both pulses square to $1$, hence

$$(X\otimes1)U(t)(X\otimes1)=U(-t),\qquad (X\otimes X)U(t)(X\otimes X)=U(t).$$

With shifts included, $X\otimes1$ also anticommutes with $Z\otimes1$ but commutes with $1\otimes Z$, while $X\otimes X$ anticommutes with both shift generators. Thus

$$(X\otimes1)F(a,b,t)(X\otimes1)=F(-a,b,-t),$$

$$(X\otimes X)F(a,b,t)(X\otimes X)=F(-a,-b,t).$$

The three generators commute with one another and square to $1$, so the angles of successive free precessions add. Multiplying each of these on the right by another $F(a,b,t)$, which acts first in time, gives

$$(X\otimes1)F(a,b,t)(X\otimes1)F(a,b,t)=F(0,2b,0)=E_{1\otimes Z}(2b),$$

$$(X\otimes X)F(a,b,t)(X\otimes X)F(a,b,t)=F(0,0,2t)=U(2t).$$

Read from right to left, each sequence is delay, flip, delay, flip. The common echo, delay, flip, delay, omits the last flip; since the flips square to $1$, it equals the result above followed by one flip. The selective echo keeps only the shift of the unflipped spin; the other echo keeps only the coupling, for both delays together.

## The Lean file

```lean
import Mathlib

open Matrix
open scoped Kronecker

namespace AntiphaseRefocusing

noncomputable section

/-- Operators on the state space of two spins one-half. -/
abbrev TwoSpin := Matrix (Fin 2 × Fin 2) (Fin 2 × Fin 2) ℂ

/-- The Pauli matrix X. -/
def X : Matrix (Fin 2) (Fin 2) ℂ := !![0, 1; 1, 0]

/-- The Pauli matrix Y. -/
def Y : Matrix (Fin 2) (Fin 2) ℂ := !![0, -Complex.I; Complex.I, 0]

/-- The Pauli matrix Z. -/
def Z : Matrix (Fin 2) (Fin 2) ℂ := !![1, 0; 0, -1]

local notation "E₂" => (1 : Matrix (Fin 2) (Fin 2) ℂ)

/-- The evolution `cos(t/2) - i sin(t/2) G` with generator `G` and angle `t`. -/
def evolve (G : TwoSpin) (t : ℝ) : TwoSpin :=
  ((Real.cos (t / 2) : ℝ) : ℂ) • (1 : TwoSpin)
    - (Complex.I * ((Real.sin (t / 2) : ℝ) : ℂ)) • G

/-- Evolution under the coupling `Z ⊗ Z` of the two spins. -/
def U (t : ℝ) : TwoSpin := evolve (Z ⊗ₖ Z) t

/-- Free precession: chemical shifts turn the spins by angles `a` and `b`, and the coupling
acts with angle `t`. -/
def free (a b t : ℝ) : TwoSpin := evolve (Z ⊗ₖ E₂) a * evolve (E₂ ⊗ₖ Z) b * U t

/-- Products of Pauli matrices of a single spin. -/
theorem pauli_mul : X * X = 1 ∧ Z * Z = 1 ∧ X * Z = (-Complex.I) • Y ∧
    Z * X = Complex.I • Y ∧ Y * Z = Complex.I • X ∧ Z * Y = (-Complex.I) • X := by
  refine ⟨?_, ?_, ?_, ?_, ?_, ?_⟩ <;> ext i j <;> fin_cases i <;> fin_cases j <;>
    simp [X, Y, Z, Matrix.mul_apply, Fin.sum_univ_succ]

/-- Successive evolutions under a generator of square one add their angles. -/
theorem evolve_add {G : TwoSpin} (hG : G * G = 1) (s t : ℝ) :
    evolve G s * evolve G t = evolve G (s + t) := by
  have hI : (Complex.I * Complex.I) • (1 : TwoSpin) = (-1 : ℂ) • (1 : TwoSpin) := by
    rw [Complex.I_mul_I]
  simp only [evolve, add_div, Real.cos_add, Real.sin_add, Complex.ofReal_sub,
    Complex.ofReal_add, Complex.ofReal_mul, sub_mul, mul_sub, smul_mul_assoc,
    mul_smul_comm, one_mul, mul_one, hG]
  -- the only relation needed between the coefficients is i² = -1
  linear_combination (norm := module)
    (((Real.sin (s / 2) : ℝ) : ℂ) * ((Real.sin (t / 2) : ℝ) : ℂ)) • hI

/-- Moving an operator past the evolution reverses the angle if the operator anticommutes
with the generator. -/
theorem evolve_reverse {P G : TwoSpin} (h : P * G = -(G * P)) (t : ℝ) :
    P * evolve G t = evolve G (-t) * P := by
  simp only [evolve, neg_div, Real.cos_neg, Real.sin_neg, Complex.ofReal_neg, mul_sub,
    sub_mul, mul_smul_comm, smul_mul_assoc, mul_one, one_mul, h]
  module

/-- An operator that commutes with the generator commutes with the evolution. -/
theorem evolve_commute {P G : TwoSpin} (h : P * G = G * P) (t : ℝ) :
    P * evolve G t = evolve G t * P := by
  simp only [evolve, mul_sub, sub_mul, mul_smul_comm, smul_mul_assoc, mul_one, one_mul, h]

/-- Under a Hermitian generator `G` of square one, an operator `A` anticommuting with `G`
evolves into `cos t A - i sin t G A`. -/
theorem evolve_conjugate {G A : TwoSpin} (hG : G * G = 1) (hH : Gᴴ = G)
    (h : A * G = -(G * A)) (t : ℝ) :
    evolve G t * A * (evolve G t)ᴴ = ((Real.cos t : ℝ) : ℂ) • A
      - (Complex.I * ((Real.sin t : ℝ) : ℂ)) • (G * A) := by
  -- the adjoint is the evolution run backwards
  have hd : (evolve G t)ᴴ = evolve G (-t) := by
    simp only [evolve, neg_div, Real.cos_neg, Real.sin_neg, Complex.ofReal_neg,
      conjTranspose_sub, conjTranspose_smul, conjTranspose_one, hH, star_mul',
      Complex.star_def, Complex.conj_I, Complex.conj_ofReal]
    module
  have e : (t + t) / 2 = t := by ring
  rw [hd, mul_assoc, evolve_reverse h (-t), neg_neg, ← mul_assoc, evolve_add hG]
  simp only [evolve, e, sub_mul, smul_mul_assoc, one_mul]

/-- The coupling `Z ⊗ Z` is Hermitian with square one; the pulse `X ⊗ 1` anticommutes with it,
the pulse `X ⊗ X` commutes with it, and both pulses have square one. -/
theorem coupling_witness :
    (Z ⊗ₖ Z) * (Z ⊗ₖ Z) = 1 ∧ (Z ⊗ₖ Z)ᴴ = Z ⊗ₖ Z ∧
    (X ⊗ₖ E₂) * (X ⊗ₖ E₂) = 1 ∧ (X ⊗ₖ X) * (X ⊗ₖ X) = 1 ∧
    (X ⊗ₖ E₂) * (Z ⊗ₖ Z) = -((Z ⊗ₖ Z) * (X ⊗ₖ E₂)) ∧
    (X ⊗ₖ X) * (Z ⊗ₖ Z) = (Z ⊗ₖ Z) * (X ⊗ₖ X) := by
  obtain ⟨hXX, hZZ, hXZ, hZX, -, -⟩ := pauli_mul
  have hZ : Zᴴ = Z := by
    ext i j
    fin_cases i <;> fin_cases j <;> simp [Z]
  refine ⟨?_, by rw [conjTranspose_kronecker, hZ], ?_, ?_, ?_, ?_⟩ <;>
    simp only [← mul_kronecker_mul, hXX, hZZ, hXZ, hZX, one_mul, mul_one,
      smul_kronecker, kronecker_smul, one_kronecker_one] <;> module

/-- Under the coupling, in-phase magnetisation `X ⊗ 1` and antiphase magnetisation `Y ⊗ Z`
rotate into each other with angle `t`. -/
theorem antiphase_evolution (t : ℝ) :
    U t * (X ⊗ₖ E₂) * (U t)ᴴ =
      ((Real.cos t : ℝ) : ℂ) • (X ⊗ₖ E₂) + ((Real.sin t : ℝ) : ℂ) • (Y ⊗ₖ Z) ∧
    U t * (Y ⊗ₖ Z) * (U t)ᴴ =
      ((Real.cos t : ℝ) : ℂ) • (Y ⊗ₖ Z) - ((Real.sin t : ℝ) : ℂ) • (X ⊗ₖ E₂) := by
  obtain ⟨-, hZZ, -, hZX, hYZ, hZY⟩ := pauli_mul
  obtain ⟨hG, hH, -, -, hX, -⟩ := coupling_witness
  have hY : (Y ⊗ₖ Z) * (Z ⊗ₖ Z) = -((Z ⊗ₖ Z) * (Y ⊗ₖ Z)) := by
    simp only [← mul_kronecker_mul, hYZ, hZY, hZZ, smul_kronecker]
    module
  have e1 : Complex.I * ((Real.sin t : ℝ) : ℂ) * Complex.I = -((Real.sin t : ℝ) : ℂ) := by
    linear_combination ((Real.sin t : ℝ) : ℂ) * Complex.I_mul_I
  have e2 : Complex.I * ((Real.sin t : ℝ) : ℂ) * (-Complex.I) = ((Real.sin t : ℝ) : ℂ) := by
    linear_combination -((Real.sin t : ℝ) : ℂ) * Complex.I_mul_I
  unfold U
  constructor
  · rw [evolve_conjugate hG hH hX, ← mul_kronecker_mul, hZX, mul_one, smul_kronecker,
      smul_smul, e1, neg_smul, sub_neg_eq_add]
  · rw [evolve_conjugate hG hH hY, ← mul_kronecker_mul, hZY, hZZ, smul_kronecker,
      smul_smul, e2]

/-- Flipping one spin reverses the coupling evolution, whereas flipping both spins leaves it
unchanged. -/
theorem refocusing (t : ℝ) :
    (X ⊗ₖ E₂) * U t * (X ⊗ₖ E₂) = U (-t) ∧ (X ⊗ₖ X) * U t * (X ⊗ₖ X) = U t := by
  obtain ⟨-, -, h1, h2, hr, hc⟩ := coupling_witness
  unfold U
  constructor
  · rw [evolve_reverse hr, mul_assoc, h1, mul_one]
  · rw [evolve_commute hc, mul_assoc, h2, mul_one]

/-- Successive free precessions add their shift angles and their coupling angles. -/
theorem free_add (a b t a' b' t' : ℝ) :
    free a b t * free a' b' t' = free (a + a') (b + b') (t + t') := by
  obtain ⟨-, hZZ, -, -, -, -⟩ := pauli_mul
  have hc : ∀ {G H : TwoSpin}, G * H = H * G → ∀ s r : ℝ,
      Commute (evolve G s) (evolve H r) :=
    fun h s r => evolve_commute (evolve_commute h.symm s).symm r
  have s1 : (Z ⊗ₖ E₂) * (Z ⊗ₖ E₂) = 1 := by
    simp only [← mul_kronecker_mul, hZZ, mul_one, one_kronecker_one]
  have s2 : (E₂ ⊗ₖ Z) * (E₂ ⊗ₖ Z) = 1 := by
    simp only [← mul_kronecker_mul, hZZ, mul_one, one_kronecker_one]
  have c1 : (Z ⊗ₖ Z) * (Z ⊗ₖ E₂) = (Z ⊗ₖ E₂) * (Z ⊗ₖ Z) := by
    simp only [← mul_kronecker_mul, mul_one, one_mul]
  have c2 : (Z ⊗ₖ Z) * (E₂ ⊗ₖ Z) = (E₂ ⊗ₖ Z) * (Z ⊗ₖ Z) := by
    simp only [← mul_kronecker_mul, mul_one, one_mul]
  have c3 : (E₂ ⊗ₖ Z) * (Z ⊗ₖ E₂) = (Z ⊗ₖ E₂) * (E₂ ⊗ₖ Z) := by
    simp only [← mul_kronecker_mul, mul_one, one_mul]
  -- all three generators commute, so equal generators can be brought together
  unfold free U
  rw [((hc c1 t a').mul_right (hc c2 t b')).mul_mul_mul_comm,
    (hc c3 b a').mul_mul_mul_comm, evolve_add s1, evolve_add s2,
    evolve_add coupling_witness.1]

/-- An echo with flips of the first spin leaves only the shift of the second spin; an echo with
flips of both spins leaves only the coupling, each with doubled angle. -/
theorem spin_echo (a b t : ℝ) :
    (X ⊗ₖ E₂) * free a b t * (X ⊗ₖ E₂) * free a b t = evolve (E₂ ⊗ₖ Z) (2 * b) ∧
    (X ⊗ₖ X) * free a b t * (X ⊗ₖ X) * free a b t = U (2 * t) := by
  obtain ⟨-, -, hXZ, hZX, -, -⟩ := pauli_mul
  obtain ⟨-, -, h1, h2, hr, hc⟩ := coupling_witness
  have r1 : (X ⊗ₖ E₂) * (Z ⊗ₖ E₂) = -((Z ⊗ₖ E₂) * (X ⊗ₖ E₂)) := by
    simp only [← mul_kronecker_mul, hXZ, hZX, mul_one, smul_kronecker]
    module
  have r2 : (X ⊗ₖ E₂) * (E₂ ⊗ₖ Z) = (E₂ ⊗ₖ Z) * (X ⊗ₖ E₂) := by
    simp only [← mul_kronecker_mul, mul_one, one_mul]
  have r3 : (X ⊗ₖ X) * (Z ⊗ₖ E₂) = -((Z ⊗ₖ E₂) * (X ⊗ₖ X)) := by
    simp only [← mul_kronecker_mul, hXZ, hZX, mul_one, one_mul, smul_kronecker]
    module
  have r4 : (X ⊗ₖ X) * (E₂ ⊗ₖ Z) = -((E₂ ⊗ₖ Z) * (X ⊗ₖ X)) := by
    simp only [← mul_kronecker_mul, hXZ, hZX, mul_one, one_mul, kronecker_smul]
    module
  have move : ∀ {P A B C A' B' C' : TwoSpin}, P * A = A' * P → P * B = B' * P →
      P * C = C' * P → P * (A * B * C) = A' * B' * C' * P := by
    intro P A B C A' B' C' hA hB hC
    rw [← mul_assoc, ← mul_assoc, hA, mul_assoc A' P B, hB, ← mul_assoc,
      mul_assoc (A' * B') P C, hC, ← mul_assoc]
  -- each pulse reverses exactly the angles whose generators it anticommutes with
  have m1 : (X ⊗ₖ E₂) * free a b t = free (-a) b (-t) * (X ⊗ₖ E₂) :=
    move (evolve_reverse r1 a) (evolve_commute r2 b) (evolve_reverse hr t)
  have m2 : (X ⊗ₖ X) * free a b t = free (-a) (-b) t * (X ⊗ₖ X) :=
    move (evolve_reverse r3 a) (evolve_reverse r4 b) (evolve_commute hc t)
  have e0 : ∀ G : TwoSpin, evolve G 0 = 1 := by
    intro G
    simp [evolve]
  constructor
  · rw [m1, mul_assoc (free (-a) b (-t)), h1, mul_one, free_add]
    simp only [free, U, neg_add_cancel, e0, one_mul, mul_one, ← two_mul]
  · rw [m2, mul_assoc (free (-a) (-b) t), h2, mul_one, free_add]
    simp only [free, U, neg_add_cancel, e0, one_mul, ← two_mul]

end

end AntiphaseRefocusing
```

```lean
#print axioms AntiphaseRefocusing.antiphase_evolution
#print axioms AntiphaseRefocusing.refocusing
#print axioms AntiphaseRefocusing.spin_echo
```

```
'AntiphaseRefocusing.antiphase_evolution' depends on axioms: [propext, Classical.choice, Quot.sound]
'AntiphaseRefocusing.refocusing' depends on axioms: [propext, Classical.choice, Quot.sound]
'AntiphaseRefocusing.spin_echo' depends on axioms: [propext, Classical.choice, Quot.sound]
```

## The theorems in words

`TwoSpin` is the type of complex matrices with rows and columns indexed by pairs in `Fin 2 × Fin 2`. The first index belongs to the first spin. The symbol `⊗ₖ` is the Kronecker product, `ᴴ` the conjugate transpose, and `E₂` the identity of one spin. `evolve G t` is $E_G(t)$, and `free a b t` is $F(a,b,t)$.

- `antiphase_evolution` states both rotation formulas for every real `t`.
- `refocusing` states the effect of the two flips on `U t`.
- `free_add` says that successive free precessions add all three angles.
- `spin_echo` states the two echo identities for arbitrary real `a`, `b` and `t`.

None of these four theorems carries a hypothesis: the algebraic relations they need are proved for the concrete matrices.

The evolution is defined by its cosine and sine form, not as a matrix exponential of a Hamiltonian. The model has two spins, a pure $Z\otimes Z$ coupling (the weak-coupling form), perfect instantaneous flips and no relaxation. Within those limits, the identities provide exact reference results for a simulation of NMR pulse sequences. In the Lean file the three angles are independent parameters; their relation to $\omega_1$, $\omega_2$, $J$ and $\tau$, given above, comes from the Hamiltonian and is not part of the theorems.

## How the proof follows the algebra

`pauli_mul` checks the one-spin products entry by entry. `evolve_add` expands the product with the addition formulas for cosine and sine; `linear_combination` then supplies the remaining relation, $i^2=-1$, multiplied by the two sines. `evolve_reverse` and `evolve_commute` are the two rules for moving an operator past an evolution.

`evolve_conjugate` first proves, as `hd`, that the adjoint is the evolution with the opposite angle. Its rewriting then follows the calculation above: it moves $A$ to the right, which turns $E_G(-t)$ into $E_G(t)$, and adds the two angles. The equation `e` simplifies the resulting half-angle $(t+t)/2$ to $t$.

`coupling_witness` establishes the square, Hermiticity and commutation relations for $Z\otimes Z$ and the two pulses. It reduces Kronecker products to one-spin products through `mul_kronecker_mul`. In `antiphase_evolution`, `hY` adds the anticommutation of $Y\otimes Z$ with the coupling, while `e1` and `e2` settle the factors of $i$ that fix the signs of the sine terms. `refocusing` moves the left pulse through `U t` and cancels it against the right one.

For `free_add`, the local statement `hc` lifts commutation from generators to evolutions. Two uses of `mul_mul_mul_comm` bring equal generators together, and `evolve_add` combines each pair.

In `spin_echo`, `r1` to `r4` record how the pulses pass the shift generators. The auxiliary statement `move` carries a pulse through a product of three factors, giving the sign changes `m1` and `m2`. The two pulses then meet and cancel, `free_add` sums the angles, and `e0` removes the evolutions whose angle has become zero.
